# The Gaussian charge density in terms of the inverse length 1/(√2 s)

A Gaussian charge density of width s > 0 is defined at distance r as Z (2πs²)^(−3/2) exp(−r²/(2s²)). The theorem `gaussianDensity_eq` says that, with a = 1/(√2 s), this equals Z (a³/(π√π)) exp(−a²r²). Here Z and r may be any real numbers, and the statement is an identity between two formulas; it does not assert that the density integrates to Z. The attempt proves a² = 1/(2s²) as `hq`, then matches the prefactors in `hc` by splitting the power −3/2 into a whole power and a square root, and finally rewrites the exponent.

In Lean, a first try:

```lean
import Mathlib

open MeasureTheory Filter Set
open scoped Real Topology

namespace GaussianDensityEq

noncomputable section

/-- The Gaussian charge density of total charge `Z` and width `s > 0`, at distance `r`. -/
def gaussianDensity (Z s r : ℝ) : ℝ :=
  Z * (2 * π * s ^ 2) ^ (-3 / 2 : ℝ) * Real.exp (-r ^ 2 / (2 * s ^ 2))

/-- The Gaussian density of width `s > 0`, written with the inverse length `1/(√2 s)`. -/
theorem gaussianDensity_eq (Z : ℝ) {s : ℝ} (hs : 0 < s) (r : ℝ) :
    gaussianDensity Z s r = Z * ((1 / (√2 * s)) ^ 3 / (π * √π)) *
      Real.exp (-((1 / (√2 * s)) ^ 2 * r ^ 2)) := by
  have hq : (1 / (√2 * s)) ^ 2 = 1 / (2 * s ^ 2) := by
    rw [div_pow, mul_pow, Real.sq_sqrt (by norm_num : (0 : ℝ) ≤ 2), one_pow]
  have hx : 0 < 2 * π * s ^ 2 := by positivity
  have hroot : √(2 * π * s ^ 2) = √2 * √π * s := by
    rw [Real.sqrt_mul (by positivity), Real.sqrt_mul (by norm_num), Real.sqrt_sq hs.le]
  have hc : (2 * π * s ^ 2) ^ (-3 / 2 : ℝ) = (1 / (√2 * s)) ^ 3 / (π * √π) := by
    rw [show (-3 / 2 : ℝ) = -(1 + 1 / 2) by norm_num, Real.rpow_neg hx.le,
      Real.rpow_add hx, Real.rpow_one, ← Real.sqrt_eq_rpow, hroot, pow_succ, hq]
    field_simp
  unfold gaussianDensity
  rw [hc, hq, show -r ^ 2 / (2 * s ^ 2) = -(1 / (2 * s ^ 2) * r ^ 2) by ring]

end

end GaussianDensityEq
```

The error:

```
Main.lean:25:77: error: Tactic `rewrite` failed: Did not find an occurrence of the pattern
  (1 / (√2 * s)) ^ 2
in the target expression
  (2 * π * (s ^ 1 * s) * (√2 * √π * s))⁻¹ = (1 / (√2 * s)) ^ 3 / (π * √π)

Z s : ℝ
hs : 0 < s
r : ℝ
hq : (1 / (√2 * s)) ^ 2 = 1 / (2 * s ^ 2)
hx : 0 < 2 * π * s ^ 2
hroot : √(2 * π * s ^ 2) = √2 * √π * s
⊢ (2 * π * (s ^ 1 * s) * (√2 * √π * s))⁻¹ = (1 / (√2 * s)) ^ 3 / (π * √π)
```

Diagnosis. The message says that `rw [hq]` found no square of `1 / (√2 * s)` in the goal. The step before it, `pow_succ`, was meant to split the cube on the right into a square times one more factor. Given without arguments, it can match any power of the form `a ^ (n + 1)`, and here it matched `s ^ 2` on the left. The goal in the message shows the result: `s ^ 2` has become `s ^ 1 * s`, while the cube is untouched. `hq` speaks of a square, so it has nothing to rewrite.

The repair adds `h3`, which splits the cube separately. There `pow_succ` is given the base `1 / (√2 * s)` and the exponent `2`, so it can only act on the cube, and `hq` then replaces the square that appears. In `hc`, rewriting with `h3` takes the place of `pow_succ, hq`. It puts the expanded cube into the goal and leaves `s ^ 2` alone, and `field_simp` closes what remains.

After these edits no error is left:

```diff
@@ -21,7 +21,9 @@
   have hroot : √(2 * π * s ^ 2) = √2 * √π * s := by
     rw [Real.sqrt_mul (by positivity), Real.sqrt_mul (by norm_num), Real.sqrt_sq hs.le]
+  have h3 : (1 / (√2 * s)) ^ 3 = 1 / (2 * s ^ 2) * (1 / (√2 * s)) := by
+    rw [pow_succ (1 / (√2 * s)) 2, hq]
   have hc : (2 * π * s ^ 2) ^ (-3 / 2 : ℝ) = (1 / (√2 * s)) ^ 3 / (π * √π) := by
     rw [show (-3 / 2 : ℝ) = -(1 + 1 / 2) by norm_num, Real.rpow_neg hx.le,
-      Real.rpow_add hx, Real.rpow_one, ← Real.sqrt_eq_rpow, hroot, pow_succ, hq]
+      Real.rpow_add hx, Real.rpow_one, ← Real.sqrt_eq_rpow, hroot, h3]
     field_simp
   unfold gaussianDensity
```
